# At a smoothly varying stationary potential with a fixed roughness operator, the frozen-coefficient gradient is the derivative of the regularized OEP energy

Suppose a finite-basis optimized effective potential (OEP) calculation reports the total exact-exchange energy $E$ but moves the nuclei with the Hellmann–Feynman force, taken here as minus the derivative of $E$ at frozen potential coefficients. If the potential was found with a roughness penalty, a geometry optimisation can stop where $E$ still has a slope, and in molecular dynamics the kinetic energy plus $E$ need not be conserved. When the roughness operator does not change with geometry, the force belongs to a different energy, the one that includes the penalty.

Let $x$ be one nuclear coordinate, $w$ the vector of potential coefficients, $T$ a symmetric roughness operator independent of $x$, and $\lambda$ the regularization strength. Define

$$P(w)=\tfrac12\langle w,Tw\rangle,\qquad \Omega(x,w)=E(x,w)+\lambda P(w).$$

If $E$ and the chosen coefficients $v(x)$ are differentiable, and $v(x)$ makes $\Omega(x,\cdot)$ stationary, then along $v$

$$\frac{d\Omega}{dx}=E_x,\qquad \frac{dE}{dx}=E_x-\lambda\langle Tv,v'\rangle ,$$

where $E_x$ is the derivative at frozen coefficients and $v'=dv/dx$.

## The energies and the frozen-coefficient gradient

The coefficients live in a real inner product space `V`, which includes every finite basis.

```lean
import Mathlib

open scoped InnerProductSpace

namespace RegularizedOEPForce

noncomputable section

variable {V : Type*} [NormedAddCommGroup V] [InnerProductSpace ℝ V]
```

The operator `T` is a bounded linear map, and `penalty` is $P$.

```lean
/-- The roughness penalty `⟨w, T w⟩ / 2` of the potential coefficients `w`. -/
def penalty (T : V →L[ℝ] V) (w : V) : ℝ := 1 / 2 * ⟪w, T w⟫_ℝ
```

The regularized energy $\Omega$ is `regEnergy`, with `lam` for $\lambda$. A point `p` is the pair of geometry `p.1` and coefficients `p.2`.

```lean
/-- The regularized energy: the energy `E` at nuclear coordinate `p.1` and potential
coefficients `p.2`, plus `lam` times the roughness penalty. -/
def regEnergy (E : ℝ × V → ℝ) (T : V →L[ℝ] V) (lam : ℝ) (p : ℝ × V) : ℝ :=
  E p + lam * penalty T p.2
```

`IsStationary` says that $\Omega(x,\cdot)$ has a derivative at $w$ and that this derivative is zero. The point need not be a minimum.

```lean
/-- The coefficients `w` make the regularized energy stationary at fixed nuclear
coordinate `x`. -/
def IsStationary (E : ℝ × V → ℝ) (T : V →L[ℝ] V) (lam x : ℝ) (w : V) : Prop :=
  HasFDerivAt (fun u => regEnergy E T lam (x, u)) (0 : V →L[ℝ] ℝ) w
```

The name Hellmann–Feynman is used here for $E_x$, and the force is $-E_x$. Textbooks usually mean the expectation value of $\partial H/\partial x$, with $H$ the Hamiltonian. In an OEP calculation $E_x$ also contains the change of the orbitals and basis functions with geometry at fixed $w$.

```lean
/-- The Hellmann-Feynman gradient: the derivative of `E` in the nuclear coordinate with
the potential coefficients frozen. The Hellmann-Feynman force is its negative. -/
def hfGradient (E : ℝ × V → ℝ) (x : ℝ) (w : V) : ℝ := deriv (fun y => E (y, w)) x
```

The theorems take $E$ as a given function. Applying them to a program requires identifying $E(x,w)$ with the total exact-exchange energy, nuclear repulsion included, of the orbitals generated by the potential with coefficients $w$.

## A symmetric penalty that does not move with the nuclei

Symmetry makes $Tw$ the gradient of the penalty. For a small change $h$,

$$P(w+h)-P(w)=\tfrac12\langle w,Th\rangle+\tfrac12\langle h,Tw\rangle+\tfrac12\langle h,Th\rangle=\langle Tw,h\rangle+O(\|h\|^2).$$

In Lean the functional $h\mapsto\langle Tw,h\rangle$ is `innerSL ℝ (T w)`. The proof applies the product rule for inner products, then merges the two first-order terms with `hT` and the symmetry of the real inner product.

```lean
/-- For symmetric `T`, the penalty has gradient `T w`. -/
theorem penalty_hasFDerivAt {T : V →L[ℝ] V} (hT : (T : V →ₗ[ℝ] V).IsSymmetric) (w : V) :
    HasFDerivAt (fun u => penalty T u) (innerSL ℝ (T w)) w := by
  have h := ((hasFDerivAt_id w).inner ℝ (T.hasFDerivAt (x := w))).const_mul (1 / 2 : ℝ)
  refine h.congr_fderiv ?_
  ext u
  change (1 / 2 : ℝ) * (⟪w, T u⟫_ℝ + ⟪u, T w⟫_ℝ) = ⟪T w, u⟫_ℝ
  have h1 : ⟪T w, u⟫_ℝ = ⟪w, T u⟫_ℝ := hT w u
  have h2 : ⟪u, T w⟫_ℝ = ⟪T w, u⟫_ℝ := real_inner_comm _ _
  linarith
```

Boundedness of $T$ alone does not give the formula for $dE/dx$. Take $E=0$, $T(a,b)=(b,-a)$ and $v(x)=(\cos x,\sin x)$. The penalty vanishes identically, so every $v$ is stationary and $dE/dx=0$. Yet $\langle Tv,v'\rangle=-1$, and the formula would give $\lambda$. Apart from the model at the end, the counter-examples in this note are plain algebra and were not formalised.

The fixed $T$ is an idealisation: with atom-centred potential functions the roughness matrix usually changes with geometry, and $d\Omega/dx$ then gains the term $\tfrac{\lambda}{2}\langle v,T_xv\rangle$, where $T_x=dT/dx$.

## Coefficients stationary for the regularized energy

Physically, the potential has been converged for $\Omega$, not for $E$. Write $D_wE$ for the derivative of $E$ in the coefficients. Stationarity means that for every $h$

$$0=D_wE[h]+\lambda\langle Tw,h\rangle,\qquad\text{so}\qquad D_wE[h]=-\lambda\langle Tw,h\rangle .$$

The energy $E$ therefore generally retains a slope in the coefficients. The Lean proof subtracts the derivative of $\lambda P$ from that of $\Omega$ in one direction, and adds it back in the other.

```lean
/-- For symmetric `T`, the regularized energy is stationary exactly when the gradient of
`E` in the coefficients is `-lam T w`. -/
theorem isStationary_iff {E : ℝ × V → ℝ} {T : V →L[ℝ] V} {lam x : ℝ} {w : V}
    (hT : (T : V →ₗ[ℝ] V).IsSymmetric) :
    IsStationary E T lam x w ↔
      HasFDerivAt (fun u => E (x, u)) (-(lam • innerSL ℝ (T w))) w := by
  have hP := (penalty_hasFDerivAt hT w).const_mul lam
  unfold IsStationary
  constructor
  · intro h
    refine ((h.fun_sub hP).congr_fderiv (zero_sub _)).congr_of_eventuallyEq
      (Filter.Eventually.of_forall fun u => ?_)
    simp only [regEnergy]
    ring
  · intro h
    exact (h.fun_add hP).congr_fderiv (neg_add_cancel _)
```

The force formulas use this relation only for $h=v'$. Without stationarity even in that direction they can fail. Let $E=(w-x)^2/2$, $T=1$ and $v(x)=x$, the solution of the unregularized problem. Then $E_x=0$ and $dE/dx=0$ along $v$, but $d\Omega/dx=\lambda x$ and $\lambda\langle Tv,v'\rangle=\lambda x$. Both formulas are wrong when $\lambda x\ne0$.

## An energy and a potential that vary smoothly with geometry

The hypothesis `hE` asks for joint differentiability of $E$ at $(x,v(x))$, and `hv` for a derivative $v'$ of the coefficients at $x$. A level crossing that changes the occupied orbitals can break the first; a solver that jumps between stationary solutions breaks the second.

Let $DE$ be the joint derivative at $(x,v(x))$. A unit step in $x$ moves the pair by $(1,v')$ to first order, so

$$\frac{d}{dx}E(x,v(x))=DE(1,v')=DE(1,0)+DE(0,v')=E_x+D_wE[v'].$$

Lean follows this line closely. The expression `fderiv ℝ E (x, v x)` is one continuous linear map on `ℝ × V`, and all three derivatives in the proof come from it. `HasFDerivAt.comp_hasDerivAt` composes it with a path: the path $(y,v(y))$ gives its value on $(1,v')$, and the path with frozen coefficients gives its value on $(1,0)$. Composition with `ContinuousLinearMap.inr`, the map $h\mapsto(0,h)$, gives the derivative in the coefficients. The chain rule then reduces to additivity, supplied by `map_add`.

```lean
/-- Where `E` and the coefficients `v` are differentiable, the total derivative of `E`
along `v` is the Hellmann-Feynman gradient plus the response of the coefficients. -/
theorem total_derivative {E : ℝ × V → ℝ} {v : ℝ → V} {v' : V} {x : ℝ}
    (hE : DifferentiableAt ℝ E (x, v x)) (hv : HasDerivAt v v' x) :
    HasDerivAt (fun y => E (y, v y))
      (hfGradient E x (v x) + fderiv ℝ (fun u => E (x, u)) (v x) v') x := by
  -- the three derivatives: along the path, at frozen coefficients, at frozen nuclei
  have h0 : HasDerivAt (fun y => E (y, v y)) (fderiv ℝ E (x, v x) (1, v')) x :=
    HasFDerivAt.comp_hasDerivAt (f := fun y => (y, v y)) x hE.hasFDerivAt
      ((hasDerivAt_id' x).prodMk hv)
  have h1 : HasDerivAt (fun y => E (y, v x)) (fderiv ℝ E (x, v x) (1, 0)) x :=
    HasFDerivAt.comp_hasDerivAt (f := fun y => (y, v x)) x hE.hasFDerivAt
      ((hasDerivAt_id' x).prodMk (hasDerivAt_const x (v x)))
  have h2 : HasFDerivAt (fun u => E (x, u))
      ((fderiv ℝ E (x, v x)).comp (ContinuousLinearMap.inr ℝ ℝ V)) (v x) :=
    HasFDerivAt.comp (f := fun u => (x, u)) (v x) hE.hasFDerivAt
      (hasFDerivAt_prodMk_right x (v x))
  refine h0.congr_deriv ?_
  rw [hfGradient, h1.deriv, h2.fderiv]
  change _ = fderiv ℝ E (x, v x) (1, 0) + fderiv ℝ E (x, v x) (0, v')
  rw [← map_add]
  simp
```

Separate partial derivatives are not enough. Let $E(x,w)=x^2w/(x^2+w^2)$ with $E(0,0)=0$, let $T=1$ and $v(x)=x$. At $x=0$ both partial derivatives of $E$ vanish and $v(0)=0$ is stationary for $\Omega(0,\cdot)$, so the formula predicts $dE/dx=0$. Along $v$, however, $E=x/2$.

## The two derivatives together

Inserting the stationarity condition with $h=v'$ into the chain rule gives

$$\frac{dE}{dx}=E_x-\lambda\langle Tv,v'\rangle .$$

The penalty changes at the rate $dP/dx=\langle Tv,v'\rangle$. Adding $\lambda$ times this rate cancels the extra term and leaves $d\Omega/dx=E_x$.

The theorem proves both statements at a single geometry `x`, for any real `lam`. Its proof rewrites the response term with `isStationary_iff`, differentiates the penalty along `v`, and adds.

```lean
/-- Let `T` be symmetric, `E` and `v` differentiable, and `v x` stationary for the
regularized energy. Along `v` the regularized energy has the Hellmann-Feynman gradient as
its derivative, while `E` alone has that gradient minus `lam ⟨T v, v'⟩`. -/
theorem regularized_force {E : ℝ × V → ℝ} {T : V →L[ℝ] V} {lam x : ℝ} {v : ℝ → V} {v' : V}
    (hT : (T : V →ₗ[ℝ] V).IsSymmetric) (hE : DifferentiableAt ℝ E (x, v x))
    (hv : HasDerivAt v v' x) (hs : IsStationary E T lam x (v x)) :
    HasDerivAt (fun y => regEnergy E T lam (y, v y)) (hfGradient E x (v x)) x ∧
    HasDerivAt (fun y => E (y, v y))
      (hfGradient E x (v x) - lam * ⟪T (v x), v'⟫_ℝ) x := by
  have hc := total_derivative hE hv
  -- stationarity fixes the response term
  rw [((isStationary_iff hT).1 hs).fderiv] at hc
  have hE' : HasDerivAt (fun y => E (y, v y))
      (hfGradient E x (v x) - lam * ⟪T (v x), v'⟫_ℝ) x := by
    refine hc.congr_deriv ?_
    change _ + -(lam * ⟪T (v x), v'⟫_ℝ) = _
    ring
  have hP : HasDerivAt (fun y => penalty T (v y)) ⟪T (v x), v'⟫_ℝ x :=
    (penalty_hasFDerivAt hT (v x)).comp_hasDerivAt x hv
  -- the penalty contributes the opposite term
  exact ⟨(hE'.fun_add (hP.const_mul lam)).congr_deriv (by ring), hE'⟩
```

## A regularization that is switched on

For $\lambda\ne0$, the Hellmann–Feynman gradient is the derivative of $E$ exactly when $\lambda\langle Tv,v'\rangle=0$, that is, when $\langle Tv,v'\rangle=0$: the penalty must be constant to first order along the path. The proof compares two derivatives of the same function by `unique` and divides out `lam`.

```lean
/-- Let `T` be symmetric, `E` and `v` differentiable, `v x` stationary for the regularized energy,
and `lam ≠ 0`. Then the Hellmann-Feynman gradient is the derivative of `E` along `v` exactly when
`⟨T v, v'⟩ = 0`. -/
theorem hellmannFeynman_iff {E : ℝ × V → ℝ} {T : V →L[ℝ] V} {lam x : ℝ} {v : ℝ → V} {v' : V}
    (hT : (T : V →ₗ[ℝ] V).IsSymmetric) (hE : DifferentiableAt ℝ E (x, v x))
    (hv : HasDerivAt v v' x) (hs : IsStationary E T lam x (v x)) (hlam : lam ≠ 0) :
    HasDerivAt (fun y => E (y, v y)) (hfGradient E x (v x)) x ↔ ⟪T (v x), v'⟫_ℝ = 0 := by
  have h := (regularized_force hT hE hv hs).2
  constructor
  · intro h'
    have h0 : lam * ⟪T (v x), v'⟫_ℝ = 0 := by linarith [h'.unique h]
    exact (mul_eq_zero.1 h0).resolve_left hlam
  · intro h0
    exact h.congr_deriv (by rw [h0]; ring)
```

At $\lambda=0$ the equivalence can fail. With $E=(w-x)^2/2$, $T=1$ and $v(x)=x$, the gradient is correct everywhere, although $\langle Tv,v'\rangle=x$.

## Newtonian motion with a converged potential at every geometry

Let a nucleus of mass $m$ have position $q(t)$, velocity $u(t)$ and acceleration $a(t)$, with $ma=-E_x$. The letter `u`, a coefficient vector in the earlier definitions, is the velocity here. The Lean theorem asks for $v$ to be differentiable and stationary at every real $x$, and for $E$ to be differentiable at every pair $(x,w)$. A real OEP energy can violate this at nuclear collisions or level crossings, but the proof uses these hypotheses only at the points $(q(t),v(q(t)))$ that the trajectory visits. There $d\Omega/dx=E_x$, so

$$\frac{d}{dt}\Big(\tfrac m2u^2+\Omega\Big)=mua+E_xu=u(ma+E_x)=0 .$$

Since $E=\Omega-\lambda P$, the kinetic energy plus $E$ changes by $-\lambda\,\Delta P$, where $\Delta P$ is the change of the penalty between the two times. In Lean, `newton` makes the time derivative zero and `is_const_of_deriv_eq_zero` turns that into conservation.

```lean
/-- Let a nucleus of mass `m` move by Newton's equation under the Hellmann-Feynman force,
with `T` symmetric, `E` and `v` differentiable and `v` stationary at every geometry. Then
kinetic energy plus `E` changes by minus `lam` times the change of the penalty. -/
theorem dynamics_energy_drift {E : ℝ × V → ℝ} {T : V →L[ℝ] V} {lam m : ℝ} {v : ℝ → V}
    {q u a : ℝ → ℝ} (hT : (T : V →ₗ[ℝ] V).IsSymmetric) (hE : Differentiable ℝ E)
    (hv : Differentiable ℝ v) (hs : ∀ x, IsStationary E T lam x (v x))
    (hq : ∀ t, HasDerivAt q (u t) t) (hu : ∀ t, HasDerivAt u (a t) t)
    (newton : ∀ t, m * a t = -hfGradient E (q t) (v (q t))) (t₀ t₁ : ℝ) :
    (m / 2 * u t₁ ^ 2 + E (q t₁, v (q t₁))) - (m / 2 * u t₀ ^ 2 + E (q t₀, v (q t₀))) =
      -lam * (penalty T (v (q t₁)) - penalty T (v (q t₀))) := by
  -- kinetic plus regularized energy is conserved
  have h : ∀ t, HasDerivAt
      (fun s => m / 2 * u s ^ 2 + regEnergy E T lam (q s, v (q s))) 0 t := by
    intro t
    have h1 := (regularized_force hT (hE _) (hv (q t)).hasDerivAt (hs (q t))).1
    refine ((((hu t).fun_pow 2).const_mul (m / 2)).fun_add
      (h1.comp t (hq t))).congr_deriv ?_
    linear_combination u t * newton t
  have hc := is_const_of_deriv_eq_zero (fun t => (h t).differentiableAt)
    (fun t => (h t).deriv) t₁ t₀
  simp only [regEnergy] at hc
  linear_combination hc
```

For simulations with one nuclear coordinate and a fixed $T$, this identifies a drift that a smaller time step does not remove. It depends only on the end geometries and vanishes when the nucleus returns to its starting point. Without stationarity the formula can fail: in the earlier example with $v(x)=x$, the force is zero and a nucleus coasts with constant kinetic energy plus $E$, while the penalty changes.

## A positive strength in a one-coefficient model

Take $E=(w-x)^2/2$ and $T=1$, a single coefficient drawn towards the nucleus.

```lean
/-- A model energy `(w - x)² / 2` with one potential coefficient `w` that is drawn towards
the nuclear coordinate `x`. -/
def modelEnergy (p : ℝ × ℝ) : ℝ := (p.2 - p.1) ^ 2 / 2
```

Stationarity reads $(w-x)+\lambda w=0$, so $v(x)=x/(1+\lambda)$ and $v-x=-\lambda x/(1+\lambda)$. Hence

$$E_x=-(v-x)=\frac{\lambda}{1+\lambda}x,\qquad E(x,v(x))=\frac12\Big(\frac{\lambda}{1+\lambda}\Big)^2x^2,\qquad \frac{dE}{dx}=\Big(\frac{\lambda}{1+\lambda}\Big)^2x .$$

The assumption $\lambda>0$ describes a penalty that favours small coefficients, and the proof uses it to ensure $1+\lambda\ne0$. At $\lambda=-1$ the stationarity condition becomes $-x=0$, which has no solution for $x\ne0$. The three parts of the Lean proof differentiate the explicit quadratics.

```lean
/-- For the model energy with `T = 1` and `lam > 0`, the coefficient `x / (1 + lam)` is
stationary; the Hellmann-Feynman gradient is `lam / (1 + lam) * x`, and the derivative of
the energy along this solution is `(lam / (1 + lam))² * x`. -/
theorem regularized_force_witness {lam : ℝ} (hlam : 0 < lam) (x : ℝ) :
    IsStationary modelEnergy (ContinuousLinearMap.id ℝ ℝ) lam x (x / (1 + lam)) ∧
    hfGradient modelEnergy x (x / (1 + lam)) = lam / (1 + lam) * x ∧
    HasDerivAt (fun y => modelEnergy (y, y / (1 + lam))) ((lam / (1 + lam)) ^ 2 * x) x := by
  have hl : 1 + lam ≠ 0 := by positivity
  refine ⟨?_, ?_, ?_⟩
  · have heq : (fun u : ℝ => regEnergy modelEnergy (ContinuousLinearMap.id ℝ ℝ) lam (x, u)) =
        fun u => (u - x) ^ 2 / 2 + lam * (1 / 2 * u ^ 2) := by
      funext u
      have hi : ⟪u, u⟫_ℝ = u ^ 2 := by
        rw [real_inner_self_eq_norm_sq, Real.norm_eq_abs, sq_abs]
      simp only [regEnergy, penalty, modelEnergy, ContinuousLinearMap.id_apply, hi]
    have hw : (x / (1 + lam) - x) + lam * (x / (1 + lam)) = 0 := by
      have h1 : x / (1 + lam) * (1 + lam) = x := div_mul_cancel₀ x hl
      linear_combination h1
    have hd : HasDerivAt (fun u : ℝ => (u - x) ^ 2 / 2 + lam * (1 / 2 * u ^ 2)) 0
        (x / (1 + lam)) := by
      refine (((((hasDerivAt_id' _).sub_const x).fun_pow 2).div_const 2).fun_add
        ((((hasDerivAt_id' _).fun_pow 2).const_mul (1 / 2)).const_mul lam)).congr_deriv ?_
      linear_combination hw
    unfold IsStationary
    rw [heq]
    exact hd.hasFDerivAt.congr_fderiv (by ext; simp)
  · have hd : HasDerivAt (fun y => modelEnergy (y, x / (1 + lam)))
        (-(x / (1 + lam) - x)) x := by
      refine ((((hasDerivAt_id' x).const_sub (x / (1 + lam))).fun_pow 2).div_const
        2).congr_deriv ?_
      ring
    rw [hfGradient, hd.deriv]
    field_simp
    ring
  · refine (((((hasDerivAt_id' x).div_const (1 + lam)).fun_sub
      (hasDerivAt_id' x)).fun_pow 2).div_const 2).congr_deriv ?_
    have h1 : lam / (1 + lam) = 1 - 1 / (1 + lam) := by
      field_simp
      ring
    rw [h1]
    ring
```

The two derivatives differ by $\lambda x/(1+\lambda)^2$, which is nonzero for $\lambda>0$ and $x\ne0$. At $x=0$, or at $\lambda=0$, they agree. For small positive $\lambda$ and fixed $x\ne0$ the difference is small, but the ratio $E_x/(dE/dx)=1+1/\lambda$ is large. That large ratio comes from the model, whose energy along the solution for $\lambda=0$ is zero at every geometry. The last proof equates the two values by uniqueness of the derivative and contradicts the nonzero difference.

```lean
/-- For the model energy, `lam > 0` and `x ≠ 0`, the Hellmann-Feynman gradient at the coefficient
`x / (1 + lam)` is not the derivative at `x` of the energy along the path `y ↦ y / (1 + lam)`. -/
theorem hellmannFeynman_fails {lam x : ℝ} (hlam : 0 < lam) (hx : x ≠ 0) :
    ¬ HasDerivAt (fun y => modelEnergy (y, y / (1 + lam)))
      (hfGradient modelEnergy x (x / (1 + lam))) x := by
  intro h
  obtain ⟨-, h2, h3⟩ := regularized_force_witness hlam x
  have he := h.unique h3
  rw [h2] at he
  have hl : 1 + lam ≠ 0 := by positivity
  have h1 : 1 - lam / (1 + lam) = 1 / (1 + lam) := by
    field_simp
    ring
  -- the discrepancy is a product of nonzero factors
  have hne : lam / (1 + lam) * (1 / (1 + lam)) * x ≠ 0 :=
    mul_ne_zero (by positivity) hx
  apply hne
  rw [← h1]
  linear_combination he

end

end RegularizedOEPForce
```

```lean
#print axioms RegularizedOEPForce.regularized_force
-- 'RegularizedOEPForce.regularized_force' depends on axioms: [propext, Classical.choice, Quot.sound]
#print axioms RegularizedOEPForce.hellmannFeynman_iff
-- 'RegularizedOEPForce.hellmannFeynman_iff' depends on axioms: [propext, Classical.choice, Quot.sound]
#print axioms RegularizedOEPForce.dynamics_energy_drift
-- 'RegularizedOEPForce.dynamics_energy_drift' depends on axioms: [propext, Classical.choice, Quot.sound]
#print axioms RegularizedOEPForce.hellmannFeynman_fails
-- 'RegularizedOEPForce.hellmannFeynman_fails' depends on axioms: [propext, Classical.choice, Quot.sound]
```
